# Powers of $2x$ as sums of Hermite polynomials of the same parity, and one-dimensional Cartesian Gaussians as sums of Hermite Gaussians

Q: Definitions first. There are two common conventions for the Hermite polynomials. Which one is this?

A: The physicists' one, with leading term $(2x)^n$. The polynomials have real coefficients and are generated by
$$H_0=1,\qquad H_{n+1}=2xH_n-H_n',$$
where the prime is $d/dx$. So $H_1=2x$ and $H_2=4x^2-2$. In Lean, `ℝ[X]` is the type of real polynomials, `X` is the variable, and `(hermiteH n).eval x` is the number $H_n(x)$.

```lean
import Mathlib

open Polynomial Finset
open scoped Nat

namespace HermiteMonomialInversion

noncomputable section

/-- The physicists' Hermite polynomials, generated from `H₀ = 1` by the raising rule
`Hₙ₊₁ = 2 X Hₙ - Hₙ'`. -/
def hermiteH : ℕ → ℝ[X]
  | 0 => 1
  | n + 1 => 2 * X * hermiteH n - derivative (hermiteH n)
```

Q: And the expansion coefficients?

A: For natural numbers $n$ and $k$,
$$a(n,k)=\frac{n!}{k!\,(n-2k)!}\quad\text{if }2k\le n,\qquad a(n,k)=0\ \text{otherwise.}$$
The zero extension is a convenience for the induction; the final statements use the bare factorials.

```lean
/-- The weight `n! / (k! (n - 2k)!)` of `Hₙ₋₂ₖ` in `(2x)ⁿ`, set to zero when `2k > n`. -/
def inversionCoeff (n k : ℕ) : ℝ :=
  if 2 * k ≤ n then (n ! : ℝ) / ((k ! : ℝ) * ((n - 2 * k)! : ℝ)) else 0
```

Q: If you define a Hermite Gaussian as a Hermite polynomial times an exponential, the link to integrals is put in by hand.

A: It is defined by differentiation instead, with no Hermite polynomial in sight:
$$\Lambda_m(x)=\left(-\frac{d}{dx}\right)^m e^{-\alpha x^2}.$$
The exponent is $\alpha$, the centre is the origin, and there is no normalisation factor. `iteratedDeriv m` is the $m$-th derivative, and the sign $(-1)^m$ stands in front.

```lean
/-- The Hermite Gaussian of order `m` and exponent `α`: the function `exp (-α x²)`
acted on `m` times by `-d/dx`. -/
def hermiteGaussian (α : ℝ) (m : ℕ) (x : ℝ) : ℝ :=
  (-1) ^ m * iteratedDeriv m (fun y : ℝ => Real.exp (-α * y ^ 2)) x
```

Q: Your recursion contains a derivative. How do you get the usual three-term recurrence?

A: Through the lowering rule $H_{n+1}'=2(n+1)H_n$. It holds for $n=0$, since $H_1'=2$. If it holds for $n$, differentiate $H_{n+2}=2xH_{n+1}-H_{n+1}'$:
$$\begin{aligned}H_{n+2}'&=2H_{n+1}+2xH_{n+1}'-H_{n+1}''\\&=2H_{n+1}+2(n+1)(2xH_n-H_n')\\&=2(n+2)H_{n+1}.\end{aligned}$$
In the proof, `h1` is the first line, `h2` supplies the second derivative, and `h0` is the definition that closes the bracket.

```lean
/-- Lowering rule: differentiation takes `Hₙ₊₁` to `2 (n + 1) Hₙ`. -/
theorem derivative_hermiteH (n : ℕ) :
    derivative (hermiteH (n + 1)) = 2 * ((n : ℝ[X]) + 1) * hermiteH n := by
  induction n with
  | zero => simp [hermiteH]
  | succ n ih =>
    have h2 : derivative (derivative (hermiteH (n + 1)))
        = 2 * ((n : ℝ[X]) + 1) * derivative (hermiteH n) := by
      rw [ih]
      simp [derivative_mul]
    have h1 : derivative (hermiteH (n + 1 + 1)) = 2 * hermiteH (n + 1)
        + 2 * X * derivative (hermiteH (n + 1))
        - derivative (derivative (hermiteH (n + 1))) := by
      rw [hermiteH]
      simp [derivative_mul]
    have h0 : hermiteH (n + 1) = 2 * X * hermiteH n - derivative (hermiteH n) := rfl
    rw [h1, h2, ih]
    push_cast
    linear_combination (-2 * ((n : ℝ[X]) + 1)) * h0
```

Putting the lowering rule into the definition of $H_{n+2}$ gives
$$H_{n+2}(x)=2xH_{n+1}(x)-2(n+1)H_n(x).$$

```lean
/-- Three-term recurrence: `Hₙ₊₂(x) = 2x Hₙ₊₁(x) - 2(n + 1) Hₙ(x)`. -/
theorem three_term (n : ℕ) (x : ℝ) :
    (hermiteH (n + 2)).eval x
      = 2 * x * (hermiteH (n + 1)).eval x - 2 * ((n : ℝ) + 1) * (hermiteH n).eval x := by
  rw [hermiteH, derivative_hermiteH]
  simp
```

Q: You also say "same parity". Is that proved or just read off?

A: Proved, as $H_n(-x)=(-1)^nH_n(x)$. It is clear for $H_0$ and $H_1$. In the recurrence, $x\to-x$ multiplies $2xH_{n+1}$ by $(-1)(-1)^{n+1}=(-1)^n$ and $H_n$ by $(-1)^n$, so $H_{n+2}$ picks up $(-1)^n=(-1)^{n+2}$. Since $n-2k$ and $n$ differ by an even number, every term of the expansion has the parity of $(2x)^n$.

```lean
/-- Parity: `Hₙ` is even for even `n` and odd for odd `n`. -/
theorem hermiteH_parity (x : ℝ) : ∀ n : ℕ,
    (hermiteH n).eval (-x) = (-1) ^ n * (hermiteH n).eval x
  | 0 => by simp [hermiteH]
  | 1 => by simp [hermiteH]
  | n + 2 => by
    rw [three_term, three_term, hermiteH_parity x (n + 1), hermiteH_parity x n]
    ring
```

Q: Now the coefficients. Where do they come from?

A: From what happens when the power rises by one. They satisfy
$$a(n+1,k+1)=a(n,k+1)+2(n-2k)\,a(n,k).$$
Suppose first that $n=2k+2+j$ with $j\ge0$. The right side is
$$\frac{n!}{(k+1)!\,j!}+\frac{2\,n!}{k!\,(j+1)!}=\frac{n!\,\big[(j+1)+2(k+1)\big]}{(k+1)!\,(j+1)!}=\frac{(n+1)!}{(k+1)!\,(j+1)!},$$
which is the left side. If $n=2k+1$, then $a(n,k+1)=0$ and both sides equal $2\,n!/k!$.

Q: And if $n<2k$? Then your factor $n-2k$ is negative.

A: In Lean the subtraction is between natural numbers, so the factor is $0$ whenever $n\le2k$. The two coefficients with index $k+1$ vanish there too, and the identity reads $0=0$. The proof splits into these three cases with `lt_trichotomy`; `omega` settles the index arithmetic, and `field_simp` with `ring` does the fractions.

```lean
/-- Recurrence of the weights when the power of `2x` is raised by one. -/
theorem inversionCoeff_succ (n k : ℕ) :
    inversionCoeff (n + 1) (k + 1)
      = inversionCoeff n (k + 1) + 2 * ((n - 2 * k : ℕ) : ℝ) * inversionCoeff n k := by
  have hk : (k ! : ℝ) ≠ 0 := by exact_mod_cast Nat.factorial_ne_zero k
  have hn : (n ! : ℝ) ≠ 0 := by exact_mod_cast Nat.factorial_ne_zero n
  have fk : ((k + 1)! : ℝ) = ((k : ℝ) + 1) * (k ! : ℝ) := by
    rw [Nat.factorial_succ]; push_cast; ring
  have fn : ((n + 1)! : ℝ) = ((n : ℝ) + 1) * (n ! : ℝ) := by
    rw [Nat.factorial_succ]; push_cast; ring
  have hk1 : (k : ℝ) + 1 ≠ 0 := by positivity
  unfold inversionCoeff
  rcases lt_trichotomy n (2 * k + 1) with h | h | h
  · -- all three contributions vanish
    rw [if_neg (by omega), if_neg (by omega), show n - 2 * k = 0 by omega]
    simp
  · -- the new term is the constant H₀
    rw [if_pos (by omega), if_neg (by omega), if_pos (by omega),
      show n + 1 - 2 * (k + 1) = 0 by omega, show n - 2 * k = 1 by omega, fk, fn]
    have hc : (n : ℝ) = 2 * k + 1 := by exact_mod_cast h
    rw [hc]
    simp only [Nat.factorial_zero, Nat.factorial_one, Nat.cast_one]
    field_simp
    ring
  · obtain ⟨j, hj⟩ : ∃ j, n = 2 * k + 2 + j := ⟨n - (2 * k + 2), by omega⟩
    have hj0 : (j ! : ℝ) ≠ 0 := by exact_mod_cast Nat.factorial_ne_zero j
    have hj1 : (j : ℝ) + 1 ≠ 0 := by positivity
    have hj2 : (j : ℝ) + 2 ≠ 0 := by positivity
    have f1 : ((j + 1)! : ℝ) = ((j : ℝ) + 1) * (j ! : ℝ) := by
      rw [Nat.factorial_succ]; push_cast; ring
    have f2 : ((j + 2)! : ℝ) = ((j : ℝ) + 2) * (((j : ℝ) + 1) * (j ! : ℝ)) := by
      rw [Nat.factorial_succ, Nat.factorial_succ]; push_cast; ring
    have hc : (n : ℝ) = 2 * k + 2 + j := by exact_mod_cast hj
    rw [if_pos (by omega), if_pos (by omega), if_pos (by omega),
      show n + 1 - 2 * (k + 1) = j + 1 by omega, show n - 2 * (k + 1) = j by omega,
      show n - 2 * k = j + 2 by omega, fk, fn, f1, f2, hc]
    push_cast
    field_simp
    ring
```

Q: Then show me the main step.

A: The three-term recurrence, solved for the product, says
$$2xH_m=H_{m+1}+2mH_{m-1},$$
with the last term absent for $m=0$. Start from $(2x)^0=H_0$. If $(2x)^n=\sum_k a(n,k)H_{n-2k}(x)$, multiply by $2x$:
$$(2x)^{n+1}=\sum_k a(n,k)\big[H_{n+1-2k}(x)+2(n-2k)H_{n-1-2k}(x)\big].$$
The coefficient of $H_{n+1}$ is $a(n,0)=1=a(n+1,0)$. The coefficient of $H_{n+1-2(k+1)}$ is $a(n,k+1)+2(n-2k)a(n,k)$, which is $a(n+1,k+1)$. Hence, for every natural $n$ and real $x$,
$$(2x)^n=\sum_{2k\le n}\frac{n!}{k!\,(n-2k)!}\,H_{n-2k}(x).$$

Q: The Lean sum runs over `range (n / 2 + 1)`. Is that the same range?

A: Yes. `n / 2` is rounded down, so $k$ runs from $0$ to $\lfloor n/2\rfloor$, which is exactly $2k\le n$. The index $n-2k$ is therefore an honest difference in every term. The induction itself, `key`, sums up to $k=n$ with zero coefficients as padding, because that range grows by one at each step. Inside it, `up` is the product rule for $2xH_m$, and `pad` shifts the summation index after splitting off $k=0$. The closing `calc` removes the padding.

```lean
/-- Monomial inversion: `(2x)ⁿ` is the sum over `2k ≤ n` of
`n! / (k! (n - 2k)!) Hₙ₋₂ₖ(x)`. -/
theorem monomial_inversion (n : ℕ) (x : ℝ) :
    (2 * x) ^ n = ∑ k ∈ range (n / 2 + 1),
      (n ! : ℝ) / ((k ! : ℝ) * ((n - 2 * k)! : ℝ)) * (hermiteH (n - 2 * k)).eval x := by
  -- first with the sum padded by vanishing weights
  have key : (2 * x) ^ n = ∑ k ∈ range (n + 1),
      inversionCoeff n k * (hermiteH (n - 2 * k)).eval x := by
    induction n with
    | zero => simp [inversionCoeff, hermiteH]
    | succ n ih =>
      -- multiplication by 2x moves each Hermite polynomial one step up and one step down
      have up : ∀ k, inversionCoeff n k * (2 * x * (hermiteH (n - 2 * k)).eval x)
          = inversionCoeff n k * (hermiteH (n + 1 - 2 * k)).eval x
            + 2 * ((n - 2 * k : ℕ) : ℝ) * inversionCoeff n k
              * (hermiteH (n + 1 - 2 * (k + 1))).eval x := by
        intro k
        by_cases hk : 2 * k ≤ n
        · rw [show n + 1 - 2 * k = (n - 2 * k) + 1 by omega,
            show n + 1 - 2 * (k + 1) = (n - 2 * k) - 1 by omega]
          generalize n - 2 * k = m
          cases m with
          | zero => simp [hermiteH]
          | succ m =>
            rw [Nat.add_sub_cancel]
            push_cast
            linear_combination (-inversionCoeff n k) * three_term m x
        · simp [inversionCoeff, hk]
      have top : inversionCoeff n (n + 1) = 0 := if_neg (by omega)
      have bot : ∀ m, inversionCoeff m 0 = 1 := by
        intro m
        simp [inversionCoeff, Nat.factorial_ne_zero]
      have pad := Finset.sum_range_succ
        (fun k => inversionCoeff n k * (hermiteH (n + 1 - 2 * k)).eval x) (n + 1)
      rw [Finset.sum_range_succ'] at pad
      simp only [top, bot, zero_mul, add_zero] at pad
      rw [pow_succ, ih, Finset.sum_mul, Finset.sum_range_succ' _ (n + 1)]
      simp only [inversionCoeff_succ, bot, add_mul, Finset.sum_add_distrib]
      have total := Finset.sum_congr (rfl : range (n + 1) = range (n + 1))
        (fun k _ => up k)
      rw [Finset.sum_add_distrib] at total
      have comm : ∑ k ∈ range (n + 1),
          inversionCoeff n k * (hermiteH (n - 2 * k)).eval x * (2 * x)
          = ∑ k ∈ range (n + 1),
            inversionCoeff n k * (2 * x * (hermiteH (n - 2 * k)).eval x) :=
        Finset.sum_congr rfl fun k _ => by ring
      rw [comm]
      linear_combination total - pad
  rw [key]
  symm
  -- remove the padding
  calc _ = ∑ k ∈ range (n / 2 + 1),
        inversionCoeff n k * (hermiteH (n - 2 * k)).eval x := by
        refine Finset.sum_congr rfl fun k hk => ?_
        have hk' := Finset.mem_range.mp hk
        rw [inversionCoeff, if_pos (by omega)]
    _ = _ := by
        refine Finset.sum_subset (fun k hk => ?_) (fun k _ hk => ?_)
        · rw [Finset.mem_range] at hk ⊢
          omega
        · rw [Finset.mem_range] at hk
          rw [inversionCoeff, if_neg (by omega), zero_mul]
```

Q: Give me numbers.

A: Take $n=4$. The coefficients are $4!/4!=1$, $4!/(1!\,2!)=12$ and $4!/2!=12$, so
$$(2x)^4=H_4(x)+12H_2(x)+12H_0(x).$$
At $x=1$, $H_4=16-48+12=-20$ and $H_2=2$, and the sum is $-20+24+12=16=2^4$.

Q: So far this is polynomial algebra. Where does the Gaussian come in?

A: For $\alpha>0$, which is the condition for a Gaussian that decays, the derivative definition gives
$$\Lambda_m(x)=\sqrt\alpha^{\,m}\,H_m(\sqrt\alpha\,x)\,e^{-\alpha x^2}.$$
For $m=0$ this is the definition. Applying $-d/dx$ once more gives
$$\sqrt\alpha^{\,m}\big[2\alpha x\,H_m(\sqrt\alpha x)-\sqrt\alpha\,H_m'(\sqrt\alpha x)\big]e^{-\alpha x^2}=\sqrt\alpha^{\,m+1}H_{m+1}(\sqrt\alpha x)\,e^{-\alpha x^2},$$
because $2\alpha x=\sqrt\alpha\cdot2\sqrt\alpha x$ and the bracket becomes the defining recursion. Lean runs the induction on the plain derivative, with prefactor $(-\sqrt\alpha)^m$, and `sign` absorbs the $(-1)^m$ at the end. The facts `hH` and `hE` are the chain rule for the two factors.

At $\alpha=1$ this is the Rodrigues formula, which should also settle any doubt that `hermiteH` is the polynomial you know.

```lean
/-- For `α > 0` the Hermite Gaussian of order `m` is
`√α ^ m Hₘ(√α x) exp (-α x²)`. -/
theorem hermiteGaussian_eq {α : ℝ} (hα : 0 < α) (m : ℕ) (x : ℝ) :
    hermiteGaussian α m x
      = √α ^ m * (hermiteH m).eval (√α * x) * Real.exp (-α * x ^ 2) := by
  have key : ∀ m : ℕ, iteratedDeriv m (fun y : ℝ => Real.exp (-α * y ^ 2))
      = fun y => (-√α) ^ m * (hermiteH m).eval (√α * y) * Real.exp (-α * y ^ 2) := by
    intro m
    induction m with
    | zero => simp [hermiteH]
    | succ m ih =>
      rw [iteratedDeriv_succ, ih]
      funext y
      have hs : HasDerivAt (fun y : ℝ => √α * y) √α y := by
        simpa using (hasDerivAt_id y).const_mul √α
      have hH : HasDerivAt (fun y : ℝ => (hermiteH m).eval (√α * y))
          ((derivative (hermiteH m)).eval (√α * y) * √α) y :=
        HasDerivAt.comp y ((hermiteH m).hasDerivAt (√α * y)) hs
      have hE : HasDerivAt (fun y : ℝ => Real.exp (-α * y ^ 2))
          (Real.exp (-α * y ^ 2) * (-α * (2 * y))) y :=
        (((hasDerivAt_pow 2 y).const_mul (-α)).exp).congr_deriv (by norm_num)
      refine ((hH.const_mul ((-√α) ^ m)).fun_mul hE).deriv.trans ?_
      simp only [hermiteH, eval_sub, eval_mul, eval_ofNat, eval_X]
      linear_combination (2 * (-√α) ^ m * y * (hermiteH m).eval (√α * y)
        * Real.exp (-α * y ^ 2)) * Real.mul_self_sqrt hα.le
  have sign : (-1 : ℝ) ^ m * (-√α) ^ m = √α ^ m := by
    rw [← mul_pow, neg_one_mul, neg_neg]
  simp only [hermiteGaussian, key]
  linear_combination ((hermiteH m).eval (√α * x) * Real.exp (-α * x ^ 2)) * sign
```

Q: And the Cartesian Gaussian?

A: Write $2\alpha x=\sqrt\alpha\,(2\sqrt\alpha x)$ and use the inversion at the point $\sqrt\alpha x$. Since $\sqrt\alpha^{\,n}=\alpha^k\sqrt\alpha^{\,n-2k}$, each term contains exactly the factor that turns $H_{n-2k}$ into $\Lambda_{n-2k}$:
$$(2\alpha x)^n e^{-\alpha x^2}=\sum_{2k\le n}\frac{n!}{k!\,(n-2k)!}\,\alpha^k\,\Lambda_{n-2k}(x).$$
These two rewritings are `scale` and `split` in the proof. For $n=2$ the formula reads $4\alpha^2x^2e^{-\alpha x^2}=\Lambda_2+2\alpha\Lambda_0$. Dividing by $(2\alpha)^n$ gives the usual prefactor $x^n$.

```lean
/-- A Cartesian Gaussian with exponent `α > 0` is a finite sum of Hermite Gaussians:
`(2αx)ⁿ exp (-α x²)` has weight `n! / (k! (n - 2k)!) αᵏ` on the one of order `n - 2k`. -/
theorem cartesian_gaussian_expansion {α : ℝ} (hα : 0 < α) (n : ℕ) (x : ℝ) :
    (2 * α * x) ^ n * Real.exp (-α * x ^ 2) = ∑ k ∈ range (n / 2 + 1),
      (n ! : ℝ) / ((k ! : ℝ) * ((n - 2 * k)! : ℝ)) * α ^ k
        * hermiteGaussian α (n - 2 * k) x := by
  -- rescale the coordinate by √α
  have scale : (2 * α * x) ^ n = √α ^ n * (2 * (√α * x)) ^ n := by
    rw [← mul_pow]
    congr 1
    linear_combination (-2 * x) * Real.mul_self_sqrt hα.le
  rw [scale, monomial_inversion, Finset.mul_sum, Finset.sum_mul]
  refine Finset.sum_congr rfl fun k hk => ?_
  have hk' := Finset.mem_range.mp hk
  have split : √α ^ n = α ^ k * √α ^ (n - 2 * k) := by
    calc √α ^ n = √α ^ (2 * k + (n - 2 * k)) := by
          congr 1
          omega
      _ = _ := by rw [pow_add, pow_mul, Real.sq_sqrt hα.le]
  rw [hermiteGaussian_eq hα, split]
  ring

end

end HermiteMonomialInversion
```

```lean
#print axioms HermiteMonomialInversion.cartesian_gaussian_expansion
-- 'HermiteMonomialInversion.cartesian_gaussian_expansion' depends on axioms: [propext, Classical.choice, Quot.sound]
```

Q: Is that enough for an integral code?

A: It is one ingredient. In electronic-structure integrals a Hermite Gaussian is useful because the derivatives that define it can be taken with respect to the centre instead of $x$, and then moved outside the integral; the expansion here supplies such functions for a single unnormalised Gaussian in one dimension, centred at the origin. Products of Gaussians on two centres need further coefficients, and no integral is evaluated here.

Q: Does the argument carry over to the other convention?

A: Yes. The probabilists' polynomials obey $x\,\mathrm{He}_m=\mathrm{He}_{m+1}+m\,\mathrm{He}_{m-1}$, with $\mathrm{He}_0=1$. The factor $2$ disappears from the coefficient recurrence, and the same induction leads to
$$x^n=\sum_{2k\le n}\frac{n!}{2^k\,k!\,(n-2k)!}\,\mathrm{He}_{n-2k}(x).$$
This variant is not checked in Lean; the code treats only the physicists' polynomials.
